# Complex-linear on-site particle-hole symmetry of a fermion ring with hoppings of modulus one: for $L\ge 3$ sites the hopping product must be $\pm1$ if $L$ is even and $\pm i$ if $L$ is odd

To ask when a ring of hopping fermions threaded by a magnetic flux has a particle-hole symmetry, one has to fix what such a symmetry may do: here it is a complex-linear map that exchanges annihilator and creator on each site, up to a phase that may vary from site to site. The operators themselves are elements of any nontrivial complex algebra in which the canonical anticommutation relations hold.

```lean
import Mathlib

open scoped ComplexConjugate

namespace RingFluxParticleHole

noncomputable section

/-- Canonical anticommutation relations for annihilators `a p` and creators `c p`. -/
structure CAR {S A : Type*} [DecidableEq S] [Ring A] (a c : S → A) : Prop where
  aa : ∀ p q, a p * a q + a q * a p = 0
  cc : ∀ p q, c p * c q + c q * c p = 0
  ac : ∀ p q, a p * c q + c q * a p = if p = q then 1 else 0

variable {S A : Type*} [DecidableEq S] [Ring A] [Algebra ℂ A]
variable {L : ℕ} [NeZero L]

/-- Hopping Hamiltonian of a ring of `L` sites: amplitude `t j` from site `j` to `j + 1`,
and the conjugate amplitude back. -/
def ringHam (t : ZMod L → ℂ) (a c : ZMod L → A) : A :=
  ∑ j, (t j • (c (j + 1) * a j) + conj (t j) • (c j * a (j + 1)))

/-- There are unit phases `z j` such that replacing `a j` by `z j • c j` and `c j` by
`conj (z j) • a j` leaves the ring Hamiltonian unchanged. -/
def ParticleHoleSymmetric (t : ZMod L → ℂ) (a c : ZMod L → A) : Prop :=
  ∃ z : ZMod L → ℂ, (∀ j, ‖z j‖ = 1) ∧
    ringHam t (fun j => z j • c j) (fun j => conj (z j) • a j) = ringHam t a c

/-- The map `X ↦ {x, [X, y]}`, a commutator followed by an anticommutator. -/
def hopProbe (x y : A) : A →ₗ[ℂ] A :=
  (LinearMap.mulLeft ℂ x + LinearMap.mulRight ℂ x) ∘ₗ
    (LinearMap.mulRight ℂ y - LinearMap.mulLeft ℂ y)

/-- A complex number of modulus one times its conjugate is one. -/
theorem unit_mul_conj {z : ℂ} (hz : ‖z‖ = 1) : z * conj z = 1 := by
  rw [Complex.mul_conj, Complex.normSq_eq_norm_sq, hz]
  simp

/-- The particle-hole transformation with unit phases preserves the canonical
anticommutation relations. -/
theorem car_particleHole {a c : S → A} (h : CAR a c) {z : S → ℂ} (hz : ∀ p, ‖z p‖ = 1) :
    CAR (fun p => z p • c p) (fun p => conj (z p) • a p) where
  aa p q := by
    simp only [smul_mul_smul_comm]
    rw [mul_comm (z q) (z p), ← smul_add, h.cc, smul_zero]
  cc p q := by
    simp only [smul_mul_smul_comm]
    rw [mul_comm (conj (z q)) (conj (z p)), ← smul_add, h.aa, smul_zero]
  ac p q := by
    simp only [smul_mul_smul_comm]
    rw [mul_comm (conj (z q)) (z p), ← smul_add, add_comm (c p * a q), h.ac]
    by_cases hpq : p = q
    · subst hpq
      rw [unit_mul_conj (hz p), one_smul]
    · rw [if_neg hpq, if_neg (Ne.symm hpq), smul_zero]

/-- Given the canonical anticommutation relations, the probe `{a s, [X, c r]}` gives one on the hop
`X = c s * a r` and zero on every other hop `c p * a q`. -/
theorem hopProbe_hop {a c : S → A} (h : CAR a c) (p q r s : S) :
    hopProbe (a s) (c r) (c p * a q) = if s = p ∧ q = r then 1 else 0 := by
  have e : c p * a q * c r - c r * (c p * a q) = if q = r then c p else 0 := by
    calc c p * a q * c r - c r * (c p * a q)
        = c p * (a q * c r + c r * a q) - (c p * c r + c r * c p) * a q := by noncomm_ring
      _ = if q = r then c p else 0 := by
        rw [h.ac, h.cc]
        split_ifs <;> simp
  change a s * (c p * a q * c r - c r * (c p * a q))
    + (c p * a q * c r - c r * (c p * a q)) * a s = _
  rw [e]
  by_cases hqr : q = r
  · rw [if_pos hqr, h.ac]
    simp [hqr]
  · simp [hqr]

/-- On a ring of at least three sites, in a nontrivial algebra and given the canonical
anticommutation relations, the Hamiltonian determines its hopping amplitudes. -/
theorem ringHam_injective [Nontrivial A] {a c : ZMod L → A} (h : CAR a c) (hL : 3 ≤ L)
    {t t' : ZMod L → ℂ} (e : ringHam t a c = ringHam t' a c) : t = t' := by
  funext k
  -- on three or more sites no backward hop coincides with the forward hop from k to k + 1
  have hno : ∀ j : ZMod L, ¬(k + 1 = j ∧ j + 1 = k) := by
    rintro j ⟨rfl, h2⟩
    have h0 : ((2 : ℕ) : ZMod L) = 0 := by
      push_cast
      linear_combination h2
    have := Nat.le_of_dvd two_pos ((CharP.cast_eq_zero_iff (ZMod L) L 2).1 h0)
    omega
  have read : ∀ s : ZMod L → ℂ,
      hopProbe (a (k + 1)) (c k) (ringHam s a c) = s k • (1 : A) := by
    intro s
    simp only [ringHam, map_sum, map_add, map_smul, hopProbe_hop h, hno, if_false,
      smul_zero, add_zero]
    refine (Finset.sum_eq_single k ?_ ?_).trans ?_
    · intro j _ hj
      rw [if_neg (fun e => hj e.2), smul_zero]
    · intro hk
      exact absurd (Finset.mem_univ k) hk
    · simp
  have e1 := congrArg (hopProbe (a (k + 1)) (c k)) e
  rw [read, read] at e1
  apply (algebraMap ℂ A).injective
  simpa only [Algebra.algebraMap_eq_smul_one] using e1

/-- Given the canonical anticommutation relations, on two or more sites the particle-hole
transformation turns the ring Hamiltonian into one with amplitudes
`-conj (t j) * conj (z j) * z (j + 1)`. -/
theorem ringHam_particleHole {a c : ZMod L → A} (h : CAR a c) (hL : 2 ≤ L)
    (t z : ZMod L → ℂ) :
    ringHam t (fun j => z j • c j) (fun j => conj (z j) • a j) =
      ringHam (fun j => -(conj (t j) * conj (z j) * z (j + 1))) a c := by
  have hne : ∀ j : ZMod L, j + 1 ≠ j := by
    intro j e
    have h0 : ((1 : ℕ) : ZMod L) = 0 := by
      push_cast
      linear_combination e
    have := Nat.le_of_dvd one_pos ((CharP.cast_eq_zero_iff (ZMod L) L 1).1 h0)
    omega
  unfold ringHam
  refine Finset.sum_congr rfl fun j _ => ?_
  -- reordering operators on different sites costs a sign
  have e1 : a (j + 1) * c j = -(c j * a (j + 1)) :=
    eq_neg_of_add_eq_zero_left (by rw [h.ac, if_neg (hne j)])
  have e2 : a j * c (j + 1) = -(c (j + 1) * a j) :=
    eq_neg_of_add_eq_zero_left (by rw [h.ac, if_neg (hne j).symm])
  simp only [smul_mul_smul_comm, e1, e2, map_neg, map_mul, Complex.conj_conj]
  module

/-- For unit factors `w j`, unit phases with `z (j + 1) = w j * z j` all around the ring exist
if and only if the product of the factors is one. -/
theorem phases_close_iff (w : ZMod L → ℂ) (hw : ∀ j, ‖w j‖ = 1) :
    (∃ z : ZMod L → ℂ, (∀ j, ‖z j‖ = 1) ∧ ∀ j, z (j + 1) = w j * z j) ↔ ∏ j, w j = 1 := by
  constructor
  · rintro ⟨z, hz1, hz⟩
    have e : ∏ j, z (j + 1) = ∏ j, z j := Equiv.prod_comp (Equiv.addRight (1 : ZMod L)) z
    rw [Finset.prod_congr rfl (fun j _ => hz j), Finset.prod_mul_distrib] at e
    have h0 : ∏ j, z j ≠ 0 := Finset.prod_ne_zero_iff.2 fun j _ h0 => by
      have := hz1 j
      simp [h0] at this
    exact mul_right_cancel₀ h0 (e.trans (one_mul _).symm)
  · intro h1
    -- accumulate the factors from site 0; the result is periodic with period L
    let P : ℕ → ℂ := fun m => ∏ i ∈ Finset.range m, w (i : ZMod L)
    have hr : ∏ i ∈ Finset.range L, w (i : ZMod L) = ∏ j, w j :=
      Finset.prod_nbij' (fun i => (i : ZMod L)) ZMod.val
        (fun _ _ => Finset.mem_univ _)
        (fun j _ => Finset.mem_range.2 (ZMod.val_lt j))
        (fun i hi => by rw [ZMod.val_natCast, Nat.mod_eq_of_lt (Finset.mem_range.1 hi)])
        (fun j _ => ZMod.natCast_zmod_val j) (fun _ _ => rfl)
    have hper : Function.Periodic P L := by
      intro m
      induction m with
      | zero =>
        simp only [P, zero_add, Finset.range_zero, Finset.prod_empty]
        rw [hr, h1]
      | succ m ih =>
        have e : m + 1 + L = (m + L) + 1 := by omega
        rw [e]
        simp only [P] at ih ⊢
        rw [Finset.prod_range_succ, Finset.prod_range_succ, ih, Nat.cast_add,
          ZMod.natCast_self, add_zero]
    refine ⟨fun j => P j.val, fun j => by simp [P, norm_prod, hw], fun j => ?_⟩
    have e0 : ((j.val + 1 : ℕ) : ZMod L) = j + 1 := by
      rw [Nat.cast_add, ZMod.natCast_zmod_val, Nat.cast_one]
    change P (j + 1).val = w j * P j.val
    rw [← e0, ZMod.val_natCast, hper.map_mod_nat]
    simp only [P]
    rw [Finset.prod_range_succ, ZMod.natCast_zmod_val, mul_comm]

/-- Given the canonical anticommutation relations in a nontrivial algebra, a ring of `L ≥ 3` sites
with unit hopping amplitudes is particle-hole symmetric if and only if the product `F` of the
amplitudes obeys `conj F = (-1) ^ L * F`. -/
theorem particleHoleSymmetric_iff [Nontrivial A] {a c : ZMod L → A} (h : CAR a c)
    (hL : 3 ≤ L) {t : ZMod L → ℂ} (ht : ∀ j, ‖t j‖ = 1) :
    ParticleHoleSymmetric t a c ↔ conj (∏ j, t j) = (-1) ^ L * ∏ j, t j := by
  -- invariance is a recursion for the phases, bond by bond
  have key : ParticleHoleSymmetric t a c ↔
      ∃ z : ZMod L → ℂ, (∀ j, ‖z j‖ = 1) ∧ ∀ j, z (j + 1) = -(t j) ^ 2 * z j := by
    refine exists_congr fun z => and_congr_right fun hz => ?_
    rw [ringHam_particleHole h (by omega) t z]
    constructor
    · intro e j
      have ej : -(conj (t j) * conj (z j) * z (j + 1)) = t j :=
        congrFun (ringHam_injective h hL e) j
      linear_combination (-(t j * z j)) * ej
        - z (j + 1) * (z j * conj (z j)) * unit_mul_conj (ht j)
        - z (j + 1) * unit_mul_conj (hz j)
    · intro e
      refine congrArg (fun s => ringHam s a c) (funext fun j => ?_)
      linear_combination (-(conj (t j) * conj (z j))) * e j
        + t j * (z j * conj (z j)) * unit_mul_conj (ht j) + t j * unit_mul_conj (hz j)
  refine key.trans ((phases_close_iff (fun j => -(t j) ^ 2) (by intro j; simp [ht])).trans ?_)
  have hp : ∏ j, -(t j) ^ 2 = (-1) ^ L * (∏ j, t j) ^ 2 := by
    calc ∏ j, -(t j) ^ 2 = ∏ j, (-1) * (t j) ^ 2 :=
          Finset.prod_congr rfl (fun j _ => by ring)
      _ = (-1) ^ L * (∏ j, t j) ^ 2 := by
          rw [Finset.prod_mul_distrib, Finset.prod_const, Finset.card_univ, ZMod.card,
            Finset.prod_pow]
  have hF : ‖∏ j, t j‖ = 1 := by simp [norm_prod, ht]
  have hu := unit_mul_conj hF
  change (∏ j, -(t j) ^ 2 = 1) ↔ _
  rw [hp]
  generalize ∏ j, t j = F at hu ⊢
  constructor
  · intro e
    linear_combination (-(conj F)) * e + (-1) ^ L * F * hu
  · intro e
    linear_combination (-F) * e + hu

/-- For an even number `L ≥ 3` of sites and unit amplitudes, in a nontrivial algebra and given the
canonical anticommutation relations, particle-hole symmetry holds if and only if the product of the
amplitudes is `1` or `-1`. -/
theorem particleHoleSymmetric_even [Nontrivial A] {a c : ZMod L → A} (h : CAR a c)
    (hL : 3 ≤ L) (hev : Even L) {t : ZMod L → ℂ} (ht : ∀ j, ‖t j‖ = 1) :
    ParticleHoleSymmetric t a c ↔ ∏ j, t j = 1 ∨ ∏ j, t j = -1 := by
  have hF : ‖∏ j, t j‖ = 1 := by simp [norm_prod, ht]
  have hu := unit_mul_conj hF
  rw [particleHoleSymmetric_iff h hL ht, hev.neg_one_pow, one_mul]
  clear hF
  generalize ∏ j, t j = F at hu ⊢
  constructor
  · intro e
    rw [e] at hu
    exact mul_self_eq_one_iff.1 hu
  · rintro (rfl | rfl) <;> simp

/-- For an odd number `L ≥ 3` of sites and unit amplitudes, in a nontrivial algebra and given the
canonical anticommutation relations, particle-hole symmetry holds if and only if the product of the
amplitudes is `i` or `-i`. -/
theorem particleHoleSymmetric_odd [Nontrivial A] {a c : ZMod L → A} (h : CAR a c)
    (hL : 3 ≤ L) (hodd : Odd L) {t : ZMod L → ℂ} (ht : ∀ j, ‖t j‖ = 1) :
    ParticleHoleSymmetric t a c ↔ ∏ j, t j = Complex.I ∨ ∏ j, t j = -Complex.I := by
  have hF : ‖∏ j, t j‖ = 1 := by simp [norm_prod, ht]
  have hu := unit_mul_conj hF
  rw [particleHoleSymmetric_iff h hL ht, hodd.neg_one_pow]
  clear hF
  generalize ∏ j, t j = F at hu ⊢
  constructor
  · intro e
    have e2 : (F - Complex.I) * (F + Complex.I) = 0 := by
      linear_combination F * e - hu - Complex.I_mul_I
    rcases mul_eq_zero.1 e2 with h1 | h1
    · exact Or.inl (sub_eq_zero.1 h1)
    · exact Or.inr (eq_neg_of_add_eq_zero_left h1)
  · rintro (rfl | rfl) <;> simp

/-- Creation on Fock space, the exterior algebra of the modes: wedge with mode `p`. -/
def fockCreate (p : S) : Module.End ℂ (ExteriorAlgebra ℂ (S → ℂ)) :=
  LinearMap.mulLeft ℂ (ExteriorAlgebra.ι ℂ (Pi.single p 1))

/-- Annihilation on Fock space: contraction with the coordinate of mode `p`. -/
def fockAnnihilate (p : S) : Module.End ℂ (ExteriorAlgebra ℂ (S → ℂ)) :=
  CliffordAlgebra.contractLeft (Q := (0 : QuadraticForm ℂ (S → ℂ)))
    (LinearMap.proj p : (S → ℂ) →ₗ[ℂ] ℂ)

/-- The operators on Fock space form a nontrivial algebra, in which `fockAnnihilate` and
`fockCreate` obey the canonical anticommutation relations. -/
theorem car_witness : Nontrivial (Module.End ℂ (ExteriorAlgebra ℂ (S → ℂ))) ∧
    CAR (fockAnnihilate (S := S)) fockCreate := by
  refine ⟨inferInstance, ⟨fun p q => ?_, fun p q => ?_, fun p q => ?_⟩⟩
  · refine LinearMap.ext fun x => ?_
    change fockAnnihilate p (fockAnnihilate q x) + fockAnnihilate q (fockAnnihilate p x) = 0
    simp only [fockAnnihilate]
    rw [CliffordAlgebra.contractLeft_comm, neg_add_cancel]
  · refine LinearMap.ext fun x => ?_
    change ExteriorAlgebra.ι ℂ (Pi.single p 1) * (ExteriorAlgebra.ι ℂ (Pi.single q 1) * x)
      + ExteriorAlgebra.ι ℂ (Pi.single q 1) * (ExteriorAlgebra.ι ℂ (Pi.single p 1) * x) = 0
    rw [← mul_assoc, ← mul_assoc, ← add_mul, ExteriorAlgebra.ι_add_mul_swap, zero_mul]
  · refine LinearMap.ext fun x => ?_
    change CliffordAlgebra.contractLeft (Q := (0 : QuadraticForm ℂ (S → ℂ)))
        (LinearMap.proj p : (S → ℂ) →ₗ[ℂ] ℂ)
        (CliffordAlgebra.ι (0 : QuadraticForm ℂ (S → ℂ)) (Pi.single q 1) * x)
      + CliffordAlgebra.ι (0 : QuadraticForm ℂ (S → ℂ)) (Pi.single q 1) *
        CliffordAlgebra.contractLeft (Q := (0 : QuadraticForm ℂ (S → ℂ)))
          (LinearMap.proj p : (S → ℂ) →ₗ[ℂ] ℂ) x = _
    rw [CliffordAlgebra.contractLeft_ι_mul, sub_add_cancel]
    by_cases hpq : p = q
    · subst hpq
      simp
    · simp [hpq]

end

end RingFluxParticleHole
```

```lean
#print axioms RingFluxParticleHole.car_particleHole
#print axioms RingFluxParticleHole.particleHoleSymmetric_even
#print axioms RingFluxParticleHole.particleHoleSymmetric_odd
```

```
'RingFluxParticleHole.car_particleHole' depends on axioms: [propext, Classical.choice, Quot.sound]
'RingFluxParticleHole.particleHoleSymmetric_even' depends on axioms: [propext, Classical.choice, Quot.sound]
'RingFluxParticleHole.particleHoleSymmetric_odd' depends on axioms: [propext, Classical.choice, Quot.sound]
```

## The ring and its symmetry in Lean

The letter $c_j$ denotes the creator on site $j$ and $a_j$ the annihilator; many textbooks use $c_j$ for the annihilator. `CAR a c` states the relations

$$\{a_p,a_q\}=0,\qquad \{c_p,c_q\}=0,\qquad \{a_p,c_q\}=\delta_{pq}.$$

Sites are elements of `ZMod L`, the integers modulo $L$, so `j + 1` leads from the last site back to site 0. The Hamiltonian `ringHam t a c` is

$$H=\sum_j\left(t_j\,c_{j+1}a_j+\bar t_j\,c_j a_{j+1}\right).$$

Since `ringHam` takes the two operator families as arguments, a transformation is carried out by handing it new families. `ParticleHoleSymmetric t a c` says that there are phases $z_j$ with $|z_j|=1$ for which $a_j\to z_jc_j$, $c_j\to\bar z_ja_j$ leaves $H$ unchanged. The coefficients $t_j$ are not conjugated, so the transformation is complex-linear.

The main theorem, `particleHoleSymmetric_iff`, assumes `CAR a c`, $L\ge3$, $|t_j|=1$ and `Nontrivial A`, which means $1\neq0$ in the algebra. With $F=\prod_jt_j$ it states that the ring is symmetric if and only if

$$\bar F=(-1)^LF.$$

`particleHoleSymmetric_even` and `particleHoleSymmetric_odd` turn this into $F=\pm1$ and $F=\pm i$. `car_witness` supplies operators that satisfy the assumptions: on Fock space, built as an exterior algebra, creation is the wedge product with a mode and annihilation is contraction.

## Flux, and the limits of the model

A unit amplitude stands for hopping of uniform strength, in units of that strength, with a Peierls phase from the vector potential. Write $F=e^{i\Phi}$, where $\Phi$ is the sum of these phases around the ring, that is, the magnetic flux in units of $\hbar/q$ for particles of charge $q$. The symmetric rings have $\Phi=0$ or $\pi$ for even $L$ and $\Phi=\pm\pi/2$ for odd $L$, modulo $2\pi$. For a finite, non-interacting tight-binding ring, this tells a simulation at which fluxes the symmetry is available, for instance to fix the mean site occupation at one half in thermal equilibrium at zero chemical potential.

The fermions are spinless, and there are no on-site energies. The step left to the physicist is to take $c_j$ as the Hilbert-space adjoint of $a_j$ and to realise the substitution by a unitary operator on Fock space.

Complex-linearity matters. The antilinear map $a_j\to(-1)^jc_j$, $c_j\to(-1)^ja_j$ preserves $H$ on every even ring, whatever the flux. On even rings it therefore fixes the mean site occupation at one half, under the same thermal conditions, even at fluxes where the complex-linear symmetry is absent.

The length matters too. For $L=2$ both bonds join the same two sites, and $H$ depends only on $t_0+\bar t_1$. Suitable phases then always exist, even for $F=i$, where the criterion would deny them.

## From invariance to a condition on the flux

**The new operators are again fermions.** The phases cancel on equal sites:

$$\{z_pc_p,\bar z_qa_q\}=z_p\bar z_q\,\delta_{pq}=\delta_{pq}.$$

The other two relations merely change places. This is `car_particleHole`; the main theorem does not depend on it, but it shows that the transformation is a legitimate one.

**The transformed Hamiltonian is again a ring Hamiltonian.** Operators on different sites anticommute, so

$$\bar t_j\,c_ja_{j+1}\;\to\;\bar t_j\bar z_jz_{j+1}\,a_jc_{j+1}=-\bar t_j\bar z_jz_{j+1}\,c_{j+1}a_j .$$

In the same way, $t_jc_{j+1}a_j$ becomes $-t_jz_j\bar z_{j+1}\,c_ja_{j+1}$, whose coefficient is the conjugate of the one above. The new amplitudes are therefore

$$t'_j=-\bar t_j\bar z_jz_{j+1}.$$

`ringHam_particleHole` proves this term by term, with the two sign changes as `e1` and `e2`.

**The Hamiltonian determines its amplitudes.** For a single hop,

$$[c_pa_q,c_r]=c_p\{a_q,c_r\}-\{c_p,c_r\}a_q=\delta_{qr}c_p,$$

and hence

$$\{a_s,[c_pa_q,c_r]\}=\delta_{qr}\delta_{sp}.$$

The map $X\mapsto\{a_s,[X,c_r]\}$ is `hopProbe (a s) (c r)`, and `hopProbe_hop` is this formula. Take $r=k$ and $s=k+1$ and apply the map to $H$. Among the forward hops $c_{j+1}a_j$, only $j=k$ contributes. A backward hop $c_ja_{j+1}$ would need $j=k+1$ and $j+1=k$, hence $2=0$ modulo $L$, which is impossible for $L\ge3$; this is `hno` in `ringHam_injective`. The result is $t_k\cdot1$, and since $1\ne0$, equal Hamiltonians have equal amplitudes.

**Invariance is a recursion.** It now means $t'_j=t_j$ on every bond. Multiplying $-\bar t_j\bar z_jz_{j+1}=t_j$ by $-t_jz_j$, and using $|t_j|=|z_j|=1$, gives

$$z_{j+1}=-t_j^2z_j .$$

Multiplying this by $-\bar t_j\bar z_j$ leads back. In the main proof this equivalence is `key`, and its `linear_combination` calls carry out the two multiplications.

**The recursion must close.** Write $w_j=-t_j^2$. If phases exist, the product of $z_{j+1}=w_jz_j$ over all sites is

$$\prod_jz_j=\prod_jw_j\prod_jz_j,$$

because shifting the index only permutes the factors on the left. The product of the $z_j$ is nonzero, so $\prod_jw_j=1$. Conversely, if $\prod_jw_j=1$, set $z_0=1$ and $z_m=w_0\cdots w_{m-1}$ for $0<m<L$. The recursion holds by construction up to the last bond, where $w_{L-1}z_{L-1}=\prod_jw_j=1=z_0$. `phases_close_iff` defines the partial products `P` on all natural numbers and shows that they have period $L$, which takes care of the last bond.

**The condition on $F$.** Here

$$\prod_jw_j=(-1)^LF^2,$$

so the symmetry exists exactly when $(-1)^LF^2=1$. Multiplying by $\bar F$ and using $F\bar F=1$ gives $\bar F=(-1)^LF$; multiplying that by $F$ returns the previous form. For even $L$ this is $F^2=1$, so $F=\pm1$. For odd $L$ it is $F^2=-1$, which factors as $(F-i)(F+i)=0$, so $F=\pm i$.
